# Bounds on the Boltzmann population of a two-dimensional exciton branch with energy aq + cq²

The theorem `population_bounds` concerns a two-dimensional exciton branch with energy aq + cq² at wave number q, where a > 0 and c ≥ 0, at thermal energy T > 0. Its population, the integral of q exp(−(aq + cq²)/T) over all q > 0, uses Boltzmann statistics and leaves out a constant factor. The theorem puts this integral between T²/a² − 6cT³/a⁴ and T²/a², so the quadratic term lowers the population of the purely linear branch by at most a fraction 6cT/a². The proof bounds the integrand from above by dropping the quadratic energy and from below by 1 − x ≤ exp(−x), then integrates both bounds with the exponential moments for n = 1 and n = 3.

In Lean, a first try:

```lean
import Mathlib

open MeasureTheory Set Filter Topology

namespace PopulationBounds

noncomputable section

/-- Boltzmann population, up to a constant factor, of a two-dimensional exciton branch with energy
`a q + c q²` at thermal energy `T > 0`, provided that the integral converges; the weight `q` is the
phase-space factor. -/
def population (a c T : ℝ) : ℝ :=
  ∫ q in Ioi (0 : ℝ), q * Real.exp (-(a * q + c * q ^ 2) / T)

/-- The moments of the unnormalised exponential weight `exp(-b q)` with decay rate `b > 0`: the
integral of `qⁿ exp(-b q)` over `q > 0` is `n! / bⁿ⁺¹`. -/
theorem exponential_moment (n : ℕ) {b : ℝ} (hb : 0 < b) :
    ∫ q in Ioi (0 : ℝ), q ^ n * Real.exp (-(b * q)) = (n.factorial : ℝ) / b ^ (n + 1) := by
  have h := Real.integral_rpow_mul_exp_neg_mul_Ioi
    (show (0 : ℝ) < (n : ℝ) + 1 by positivity) hb
  have e : (1 / b) ^ ((n : ℝ) + 1) = (1 / b) ^ (n + 1) := by
    exact_mod_cast Real.rpow_natCast (1 / b) (n + 1)
  rw [Real.Gamma_nat_eq_factorial, e] at h
  simp only [add_sub_cancel_right, Real.rpow_natCast] at h
  rw [h, one_div, inv_pow, div_eq_mul_inv, mul_comm]

/-- For a decay rate `b > 0` the function `qⁿ exp(-b q)` is integrable over `q > 0`. -/
theorem integrableOn_moment (n : ℕ) {b : ℝ} (hb : 0 < b) :
    IntegrableOn (fun q : ℝ => q ^ n * Real.exp (-(b * q))) (Ioi 0) := by
  by_contra h
  -- a non-integrable function would have integral zero in Mathlib, but the moment is positive
  have h0 : ∫ q in Ioi (0 : ℝ), q ^ n * Real.exp (-(b * q)) = 0 := integral_undef h
  rw [exponential_moment n hb] at h0
  have h1 : (0 : ℝ) < (n.factorial : ℝ) / b ^ (n + 1) := by positivity
  linarith

/-- For `a > 0`, `c ≥ 0` and `T > 0` the population of the branch `a q + c q²` lies between
`T²/a² - 6cT³/a⁴` and `T²/a²`. -/
theorem population_bounds {a c T : ℝ} (ha : 0 < a) (hc : 0 ≤ c) (hT : 0 < T) :
    T ^ 2 / a ^ 2 - 6 * c * T ^ 3 / a ^ 4 ≤ population a c T ∧
      population a c T ≤ T ^ 2 / a ^ 2 := by
  have hb : 0 < a / T := div_pos ha hT
  have I1 := integrableOn_moment 1 hb
  have I3 := integrableOn_moment 3 hb
  have m1 : ∫ q in Ioi (0 : ℝ), q ^ 1 * Real.exp (-(a / T * q)) = T ^ 2 / a ^ 2 := by
    rw [exponential_moment 1 hb, Nat.factorial_one, Nat.cast_one]
    field_simp
  -- dropping the parabolic energy raises the Boltzmann factor
  have up : ∀ q ∈ Ioi (0 : ℝ), q * Real.exp (-(a * q + c * q ^ 2) / T) ≤
      q ^ 1 * Real.exp (-(a / T * q)) := by
    intro q hq
    rw [pow_one]
    refine mul_le_mul_of_nonneg_left (Real.exp_le_exp.2 ?_) (le_of_lt hq)
    have e : -(a * q + c * q ^ 2) / T = -(a / T * q) - c * q ^ 2 / T := by ring
    have h : 0 ≤ c * q ^ 2 / T := by positivity
    linarith
  -- the inequality `1 - x ≤ exp (-x)` bounds it from below
  have low : ∀ q ∈ Ioi (0 : ℝ), q ^ 1 * Real.exp (-(a / T * q)) -
      c / T * (q ^ 3 * Real.exp (-(a / T * q))) ≤
      q * Real.exp (-(a * q + c * q ^ 2) / T) := by
    intro q hq
    have hq0 : 0 < q := hq
    have e : -(a * q + c * q ^ 2) / T = -(a / T * q) + -(c * q ^ 2 / T) := by ring
    have h := Real.add_one_le_exp (-(c * q ^ 2 / T))
    calc _ = q * Real.exp (-(a / T * q)) * (-(c * q ^ 2 / T) + 1) := by ring
      _ ≤ q * Real.exp (-(a / T * q)) * Real.exp (-(c * q ^ 2 / T)) :=
        mul_le_mul_of_nonneg_left h (by positivity)
      _ = _ := by rw [e, Real.exp_add, mul_assoc]
  have I : IntegrableOn (fun q : ℝ => q * Real.exp (-(a * q + c * q ^ 2) / T)) (Ioi 0) := by
    refine Integrable.mono' I1 (Continuous.aestronglyMeasurable (by fun_prop)) ?_
    refine (ae_restrict_iff' measurableSet_Ioi).2 (Eventually.of_forall fun q hq => ?_)
    rw [Real.norm_of_nonneg (mul_nonneg (le_of_lt hq) (Real.exp_pos _).le)]
    exact up q hq
  constructor
  · have h := setIntegral_mono_on (Integrable.sub I1 (Integrable.const_mul I3 (c / T))) I
      measurableSet_Ioi low
    have hv : ∫ q in Ioi (0 : ℝ), (q ^ 1 * Real.exp (-(a / T * q)) -
        c / T * (q ^ 3 * Real.exp (-(a / T * q)))) =
        T ^ 2 / a ^ 2 - 6 * c * T ^ 3 / a ^ 4 := by
      have f3 : ((Nat.factorial 3 : ℕ) : ℝ) = 6 := by norm_num [Nat.factorial]
      rw [integral_sub I1 (Integrable.const_mul I3 (c / T)), integral_const_mul, m1,
        exponential_moment 3 hb, f3]
      congr 1
      field_simp
    exact hv.symm.le.trans h
  · exact (setIntegral_mono_on I I1 measurableSet_Ioi up).trans m1.le

end

end PopulationBounds
```

The compiler's answer:

```
Main.lean:45:83: error: unsolved goals
a c T : ℝ
ha : 0 < a
hc : 0 ≤ c
hT : 0 < T
hb : 0 < a / T
I1 : IntegrableOn (fun q => q ^ 1 * Real.exp (-(a / T * q))) (Ioi 0) volume
I3 : IntegrableOn (fun q => q ^ 3 * Real.exp (-(a / T * q))) (Ioi 0) volume
⊢ a ^ 2 = T ^ 2 * (a / T) ^ (1 + 1)
Main.lean:79:49: error: unsolved goals
case e_a
a c T : ℝ
ha : 0 < a
hc : 0 ≤ c
hT : 0 < T
hb : 0 < a / T
I1 : IntegrableOn (fun q => q ^ 1 * Real.exp (-(a / T * q))) (Ioi 0) volume
I3 : IntegrableOn (fun q => q ^ 3 * Real.exp (-(a / T * q))) (Ioi 0) volume
m1 : ∫ (q : ℝ) in Ioi 0, q ^ 1 * Real.exp (-(a / T * q)) = T ^ 2 / a ^ 2
up : ∀ q ∈ Ioi 0, q * Real.exp (-(a * q + c * q ^ 2) / T) ≤ q ^ 1 * Real.exp (-(a / T * q))
low :
  ∀ q ∈ Ioi 0,
    q ^ 1 * Real.exp (-(a / T * q)) - c / T * (q ^ 3 * Real.exp (-(a / T * q))) ≤
      q * Real.exp (-(a * q + c * q ^ 2) / T)
I : IntegrableOn (fun q => q * Real.exp (-(a * q + c * q ^ 2) / T)) (Ioi 0) volume
h :
  ∫ (x : ℝ) in Ioi 0,
      ((fun q => q ^ 1 * Real.exp (-(a / T * q))) - fun x => c / T * (x ^ 3 * Real.exp (-(a / T * x)))) x ≤
    ∫ (x : ℝ) in Ioi 0, x * Real.exp (-(a * x + c * x ^ 2) / T)
f3 : ↑(Nat.factorial 3) = 6
⊢ c * a ^ 4 = c * T ^ 4 * (a / T) ^ (3 + 1)
```

Lean accepts the file once it reads:

```diff
@@ -44,6 +44,6 @@
   have I3 := integrableOn_moment 3 hb
   have m1 : ∫ q in Ioi (0 : ℝ), q ^ 1 * Real.exp (-(a / T * q)) = T ^ 2 / a ^ 2 := by
-    rw [exponential_moment 1 hb, Nat.factorial_one, Nat.cast_one]
-    field_simp
+    rw [exponential_moment 1 hb, Nat.factorial_one, Nat.cast_one,
+      show (1 : ℕ) + 1 = 2 from rfl, div_pow, one_div_div]
   -- dropping the parabolic energy raises the Boltzmann factor
   have up : ∀ q ∈ Ioi (0 : ℝ), q * Real.exp (-(a * q + c * q ^ 2) / T) ≤
@@ -82,4 +82,5 @@
         exponential_moment 3 hb, f3]
       congr 1
+      rw [show (3 : ℕ) + 1 = 4 from rfl, div_pow]
       field_simp
     exact hv.symm.le.trans h
```

Cause. Both errors are algebraic goals that `field_simp` left unsolved. The goals are true, since T is not zero, but each still contains a power of a quotient, `(a / T) ^ (1 + 1)` in the first and `(a / T) ^ (3 + 1)` in the second. These exponents come from `b ^ (n + 1)` in `exponential_moment`, with 1 and 3 put in for `n` and the sum not evaluated. `field_simp` looks inside a power only when its exponent is a literal numeral such as `2`. With the exponent `1 + 1` or `3 + 1` it treats the whole power as an indivisible atom, so the `a` and `T` inside cannot cancel against those outside.

The repair first rewrites the exponents to the literals `2` and `4`, then splits the powers with `div_pow`. In `m1`, `one_div_div` then turns `1 / (a ^ 2 / T ^ 2)` into `T ^ 2 / a ^ 2`, which is the right-hand side, so `rw` closes the goal and `field_simp` is no longer needed. In the second place `field_simp` stays. It now meets only literal powers of `a` and `T`, which it can cancel to finish the calculation.
